# Octahedral splitting of the levels j = 1/2 to 9/2 into G6, G7 and G8

Before diagonalising the crystal-field Hamiltonian of an ion with an odd number of electrons at a cubic site, one can sort the $2j+1$ states of each spin-orbit level by symmetry. The sorting fixes the block sizes and the degeneracies that the computed energies must show. A level with $j=5/2$, for instance, gives one doublet and one quartet. For a single level in an exactly octahedral field, the counting needs only the characters at three rotation angles.

## Three angles settle the splitting

Write $j=n+\tfrac12$ with $n=0,1,2,\dots$. A rotation by the angle $a$ multiplies the state with projection $m$ on the rotation axis by $e^{-ima}$. The sine parts cancel between $m$ and $-m$, so the character is
$$\chi_n(a)=\sum_{m=-j}^{j}\cos(ma).$$
Hence $\chi_0(a)=2\cos(a/2)$. Raising $j$ by one adds the pair $m=\pm(j+1)$:
$$\chi_{n+1}(a)=\chi_n(a)+2\cos\big((n+\tfrac32)a\big).$$

Every $m$ is half an odd integer, so $2\pi m$ is an odd multiple of $\pi$. Therefore $\chi_n(a+2\pi)=-\chi_n(a)$, and $\chi_n(\pi)=0$ because each $\cos(m\pi)$ vanishes.

The octahedral double group has 48 elements: the identity, 8 threefold rotations, 6 fourfold rotations and 9 half turns, each with a partner turned by a further $2\pi$. In the average of $F=\chi_n\chi_p$ the two signs cancel and the half turns contribute nothing:
$$\frac{2F(0)+16F(2\pi/3)+12F(\pi/2)}{48}=\frac{F(0)+8F(2\pi/3)+6F(\pi/2)}{24}.$$
This defines an inner product $\langle f,g\rangle$ on triples of values at the classes $E$, $C_3$, $C_4$.

The half-integer condition matters here. For $j=0$ the character is 1 at every angle, and its average square over the group is 1, but the three-class formula gives $(1+8+6)/24=5/8$. The missing $3/8$ belongs to the half turns.

The spinor characters are
$$G_6=(2,1,\sqrt2),\qquad G_7=(2,1,-\sqrt2),\qquad G_8=(4,-1,0).$$
Their norms squared are $(4+8+12)/24=1$ for both $G_6$ and $G_7$, and $(16+8)/24=1$ for $G_8$. The mixed products are $\langle G_6,G_7\rangle=(4+8-12)/24=0$ and $\langle G_6,G_8\rangle=\langle G_7,G_8\rangle=(8-8)/24=0$.

If $f=aG_6+bG_7+cG_8$, orthonormality gives the coefficients as inner products. Conversely, for $f=(x,y,z)$ these are
$$a=\frac{2x+8y+6\sqrt2\,z}{24},\quad b=\frac{2x+8y-6\sqrt2\,z}{24},\quad c=\frac{4x-8y}{24},$$
and substitution returns $2a+2b+4c=x$, $a+b-c=y$ and $\sqrt2(a-b)=z$. Every triple thus has exactly one expansion.

For a rotation by $2\pi/3$, three successive increments have the angles $\theta-2\pi/3$, $\theta$ and $\theta+2\pi/3$. Their cosines add to $\cos\theta\,(1+2\cos(2\pi/3))=0$, so the character repeats when $j$ rises by 3. For a rotation by $\pi/2$, increments two steps apart differ by $\pi$ in angle and cancel, so the character repeats when $j$ rises by 4.

For the identity all $2n+2$ cosines equal 1. The recurrence supplies the remaining values:

- At $C_3$: $\chi_0=2\cos(\pi/3)=1$, $\chi_1=1+2\cos\pi=-1$, $\chi_2=-1+2\cos(5\pi/3)=0$; then $1,-1$ by repetition.
- At $C_4$: $\chi_0=2\cos(\pi/4)=\sqrt2$, $\chi_1=\sqrt2+2\cos(3\pi/4)=0$, $\chi_2=2\cos(5\pi/4)=-\sqrt2$, $\chi_3=-\sqrt2+2\cos(7\pi/4)=0$; then $\sqrt2$ by repetition.

| $j$ | $(E,C_3,C_4)$ | splitting |
|---|---|---|
| 1/2 | $(2,1,\sqrt2)$ | $G_6$ |
| 3/2 | $(4,-1,0)$ | $G_8$ |
| 5/2 | $(6,0,-\sqrt2)$ | $G_7+G_8$ |
| 7/2 | $(8,1,0)$ | $G_6+G_7+G_8$ |
| 9/2 | $(10,-1,\sqrt2)$ | $G_6+2G_8$ |

Raising $j$ by 12 leaves the $C_3$ and $C_4$ values alone and adds 24 to the dimension. The added triple is $(24,0,0)=2G_6+2G_7+4G_8$, so each row of the table also gives the splittings at $j+12$, $j+24$ and so on. The levels from $j=11/2$ to $23/2$ are not reached in this way; their triples follow from the same repetitions, and their splittings from the inner products.

## Levels and classes as Lean functions

```lean
import Mathlib

open Real

namespace OctahedralDoubleGroup

noncomputable section
```

The natural number `n` labels the level, so only half-integer $j\ge\tfrac12$ can occur. The summation index `k` runs from 0 to $2n+1$, with $m=k-j$.

```lean
/-- Character of a rotation by the angle `a` on the level `j = n + 1/2`:
the sum of `cos (m a)` over `m = -j, ..., j`, with `m = k - j`. -/
def levelChar (n : ℕ) (a : ℝ) : ℝ :=
  ∑ k ∈ Finset.range (2 * n + 2), Real.cos (((k : ℝ) - ((n : ℝ) + 1 / 2)) * a)
```

A class function is a map `Fin 3 → ℝ`. Its entries 0, 1 and 2 are the values at $E$, $C_3$ and $C_4$.

```lean
/-- The character of the level `j = n + 1/2` on the classes E, C3, C4 of the octahedral group. -/
def octahedralChar (n : ℕ) : Fin 3 → ℝ :=
  ![levelChar n 0, levelChar n (2 * π / 3), levelChar n (π / 2)]
```

The inner product needs no complex conjugation, since all the characters are real.

```lean
/-- Inner product of real spinor characters on E, C3, C4, with weights `(1, 8, 6)/24`. -/
def classInner (f g : Fin 3 → ℝ) : ℝ :=
  (f 0 * g 0 + 8 * (f 1 * g 1) + 6 * (f 2 * g 2)) / 24
```

The 48-element average is defined separately, as a functional of the rotation angle. Its 18 half-turn elements are all evaluated at $\pi$, which is legitimate for a function with equal values at $\pi$ and $3\pi$, such as a product of two level characters.

```lean
/-- Average over the 48 elements of the octahedral double group of a function of the rotation
angle that takes the same value at `π` and `3π`. -/
def doubleGroupMean (F : ℝ → ℝ) : ℝ :=
  (F 0 + F (0 + 2 * π) + 8 * (F (2 * π / 3) + F (2 * π / 3 + 2 * π))
    + 6 * (F (π / 2) + F (π / 2 + 2 * π)) + 18 * F π) / 48
```

The three spinor characters enter as explicit triples. The code constructs neither the double group nor its representations; that these triples are its irreducible spinor characters, and that the coefficients count multiplets, is the standard character theory through which the result is read. Only proper rotations appear: inversion would add a parity label, and a distortion that lowers the symmetry of the site would require a smaller group.

```lean
/-- The two-dimensional spinor character G6 on E, C3, C4. -/
def G6 : Fin 3 → ℝ := ![2, 1, √2]

/-- The two-dimensional spinor character G7 on E, C3, C4. -/
def G7 : Fin 3 → ℝ := ![2, 1, -√2]

/-- The four-dimensional spinor character G8 on E, C3, C4. -/
def G8 : Fin 3 → ℝ := ![4, -1, 0]
```

Equalities between triples are checked class by class.

```lean
/-- Two class functions agree if they agree on each of the three classes. -/
theorem class_ext (u v : Fin 3 → ℝ) (h0 : u 0 = v 0) (h1 : u 1 = v 1) (h2 : u 2 = v 2) :
    u = v := by
  funext i
  fin_cases i
  exacts [h0, h1, h2]
```

## From the sum over m to three classes

The next theorem states the starting value and the recurrence for every real angle. For the recurrence, `Finset.sum_range_succ'` removes the lowest $m$ and `Finset.sum_range_succ` the highest. The terms left over are those of the previous level, and evenness of the cosine makes the two removed terms equal.

```lean
/-- The level `j = 1/2` has character `2 cos (a/2)`, and raising `j` by one
adds `2 cos ((j + 1) a)`. -/
theorem levelChar_rec (a : ℝ) : levelChar 0 a = 2 * Real.cos (a / 2) ∧
    ∀ n : ℕ, levelChar (n + 1) a = levelChar n a + 2 * Real.cos (((n : ℝ) + 3 / 2) * a) := by
  constructor
  · have h : Real.cos ((0 - (0 + 1 / 2)) * a) = Real.cos (a / 2) := by
      rw [← Real.cos_neg]; congr 1; ring
    have h' : Real.cos ((1 - (0 + 1 / 2)) * a) = Real.cos (a / 2) := by
      congr 1; ring
    change ∑ k ∈ Finset.range (1 + 1),
      Real.cos (((k : ℝ) - (((0 : ℕ) : ℝ) + 1 / 2)) * a) = _
    rw [Finset.sum_range_succ, Finset.sum_range_one, Nat.cast_zero, Nat.cast_one, h, h']
    ring
  · intro n
    -- split off the lowest and the highest value of m
    have h1 : ∀ k : ℕ, Real.cos ((((k + 1 : ℕ) : ℝ) - (((n + 1 : ℕ) : ℝ) + 1 / 2)) * a)
        = Real.cos (((k : ℝ) - ((n : ℝ) + 1 / 2)) * a) := by
      intro k; congr 1; push_cast; ring
    have h2 : Real.cos ((((0 : ℕ) : ℝ) - (((n + 1 : ℕ) : ℝ) + 1 / 2)) * a)
        = Real.cos (((n : ℝ) + 3 / 2) * a) := by
      rw [← Real.cos_neg]; congr 1; push_cast; ring
    have h3 : Real.cos ((((2 * n + 2 + 1 : ℕ) : ℝ) - (((n + 1 : ℕ) : ℝ) + 1 / 2)) * a)
        = Real.cos (((n : ℝ) + 3 / 2) * a) := by
      congr 1; push_cast; ring
    unfold levelChar
    rw [show 2 * (n + 1) + 2 = 2 * n + 2 + 1 + 1 by ring,
      Finset.sum_range_succ _ (2 * n + 2 + 1), Finset.sum_range_succ' _ (2 * n + 2),
      h2, h3, Finset.sum_congr rfl (fun k _ => h1 k)]
    ring
```

The sign change under an extra full turn is proved by induction on `n`. The increment's angle grows by $(n+\tfrac32)2\pi=(n+1)2\pi+\pi$; the full turns disappear and the remaining $\pi$ reverses the sign.

```lean
/-- A further turn by `2π` reverses the sign of the character of a half-integer level. -/
theorem levelChar_add_two_pi (n : ℕ) (a : ℝ) :
    levelChar n (a + 2 * π) = -levelChar n a := by
  induction n with
  | zero =>
    rw [(levelChar_rec _).1, (levelChar_rec _).1,
      show (a + 2 * π) / 2 = a / 2 + π by ring, Real.cos_add_pi]
    ring
  | succ n ih =>
    rw [(levelChar_rec _).2, (levelChar_rec _).2, ih,
      show ((n : ℝ) + 3 / 2) * (a + 2 * π)
        = (((n : ℝ) + 3 / 2) * a + ((n + 1 : ℕ) : ℝ) * (2 * π)) + π by push_cast; ring,
      Real.cos_add_pi, Real.cos_add_nat_mul_two_pi]
    ring
```

The same induction gives the zero at a half turn, because each increment is twice the cosine of an odd multiple of $\pi/2$.

```lean
/-- The character of every half-integer level vanishes for a half turn. -/
theorem levelChar_pi (n : ℕ) : levelChar n π = 0 := by
  induction n with
  | zero => rw [(levelChar_rec _).1, Real.cos_pi_div_two, mul_zero]
  | succ n ih =>
    have h : Real.cos (((n : ℝ) + 3 / 2) * π) = 0 :=
      Real.cos_eq_zero_iff.mpr ⟨(n : ℤ) + 1, by push_cast; ring⟩
    rw [(levelChar_rec _).2, ih, h]
    ring
```

For any two levels `n` and `p`, the double-group average of the product of their characters is therefore the three-class inner product. The simplifier inserts the two preceding facts, and `ring` collects the weights.

```lean
/-- For two half-integer levels, the average of the product of their characters over the
double group equals the weighted inner product on E, C3, C4. -/
theorem doubleGroupMean_eq_classInner (n p : ℕ) :
    doubleGroupMean (fun a => levelChar n a * levelChar p a)
      = classInner (octahedralChar n) (octahedralChar p) := by
  simp only [doubleGroupMean, levelChar_add_two_pi, levelChar_pi, classInner, octahedralChar,
    Matrix.cons_val]
  ring
```

## A unique expansion in G6, G7 and G8

The six inner products use only arithmetic and $\sqrt2\cdot\sqrt2=2$, the identity `hs` that `linear_combination` multiplies by the required factor.

```lean
/-- The spinor characters G6, G7, G8 are orthonormal. -/
theorem spinor_orthonormal :
    classInner G6 G6 = 1 ∧ classInner G7 G7 = 1 ∧ classInner G8 G8 = 1 ∧
    classInner G6 G7 = 0 ∧ classInner G6 G8 = 0 ∧ classInner G7 G8 = 0 := by
  have hs : √2 * √2 = (2 : ℝ) := Real.mul_self_sqrt (by norm_num)
  simp only [classInner, G6, G7, G8, Matrix.cons_val]
  refine ⟨?_, ?_, by ring, ?_, by ring, by ring⟩
  · linear_combination (1 / 4) * hs
  · linear_combination (1 / 4) * hs
  · linear_combination (-1 / 4) * hs
```

The expansion theorem is an equivalence: a triple `f` equals $aG_6+bG_7+cG_8$ exactly when $a$, $b$ and $c$ are its inner products with the three characters. The forward direction computes those products, and the reverse direction rebuilds `f` on each class. It holds for all real triples, with real coefficients, so it makes each splitting in the table the only possible one.

```lean
/-- Every real function on E, C3, C4 is a combination of G6, G7, G8 with exactly one set of
coefficients, its inner products with the three characters. -/
theorem expansion_iff (f : Fin 3 → ℝ) (a b c : ℝ) :
    f = a • G6 + b • G7 + c • G8 ↔
      a = classInner G6 f ∧ b = classInner G7 f ∧ c = classInner G8 f := by
  have hs : √2 * √2 = (2 : ℝ) := Real.mul_self_sqrt (by norm_num)
  constructor
  · rintro rfl
    simp only [classInner, G6, G7, G8, Pi.add_apply, Pi.smul_apply, smul_eq_mul, Matrix.cons_val]
    refine ⟨?_, ?_, by ring⟩
    · linear_combination (-(a - b) / 4) * hs
    · linear_combination ((a - b) / 4) * hs
  · rintro ⟨rfl, rfl, rfl⟩
    apply class_ext <;> simp only [classInner, G6, G7, G8, Pi.add_apply, Pi.smul_apply,
      smul_eq_mul, Matrix.cons_val]
    · ring
    · ring
    · linear_combination (-(f 2) / 2) * hs
```

## The five splittings and the step of twelve

For the repetition at $C_3$, the three increments are written around their middle angle and expanded with the addition formulas. For $C_4$, the third and fourth increments are rewritten as the negatives of the first and second. In both cases `linear_combination` adds the recurrences and the increments cancel.

```lean
/-- The character at C3 repeats when `j` rises by 3, and the character at C4 repeats when
`j` rises by 4. -/
theorem levelChar_periodic (n : ℕ) :
    levelChar (n + 3) (2 * π / 3) = levelChar n (2 * π / 3) ∧
    levelChar (n + 4) (π / 2) = levelChar n (π / 2) := by
  constructor
  · have hc : Real.cos (2 * π / 3) = -(1 / 2) := by
      rw [show 2 * π / 3 = π - π / 3 by ring, Real.cos_pi_sub, Real.cos_pi_div_three]
    have h1 := (levelChar_rec (2 * π / 3)).2 n
    have h2 : levelChar (n + 2) (2 * π / 3) = _ := (levelChar_rec (2 * π / 3)).2 (n + 1)
    have h3 : levelChar (n + 3) (2 * π / 3) = _ := (levelChar_rec (2 * π / 3)).2 (n + 2)
    -- three equally spaced cosines cancel
    rw [show ((n : ℝ) + 3 / 2) * (2 * π / 3)
      = ((n : ℝ) + 5 / 2) * (2 * π / 3) - 2 * π / 3 by ring, Real.cos_sub, hc] at h1
    rw [show (((n + 1 : ℕ) : ℝ) + 3 / 2) * (2 * π / 3)
      = ((n : ℝ) + 5 / 2) * (2 * π / 3) by push_cast; ring] at h2
    rw [show (((n + 2 : ℕ) : ℝ) + 3 / 2) * (2 * π / 3)
      = ((n : ℝ) + 5 / 2) * (2 * π / 3) + 2 * π / 3 by push_cast; ring, Real.cos_add, hc] at h3
    linear_combination h1 + h2 + h3
  · have h1 := (levelChar_rec (π / 2)).2 n
    have h2 : levelChar (n + 2) (π / 2) = _ := (levelChar_rec (π / 2)).2 (n + 1)
    have h3 : levelChar (n + 3) (π / 2) = _ := (levelChar_rec (π / 2)).2 (n + 2)
    have h4 : levelChar (n + 4) (π / 2) = _ := (levelChar_rec (π / 2)).2 (n + 3)
    -- cosines two steps apart cancel
    rw [show (((n + 2 : ℕ) : ℝ) + 3 / 2) * (π / 2)
      = ((n : ℝ) + 3 / 2) * (π / 2) + π by push_cast; ring, Real.cos_add_pi] at h3
    rw [show (((n + 3 : ℕ) : ℝ) + 3 / 2) * (π / 2)
      = (((n + 1 : ℕ) : ℝ) + 3 / 2) * (π / 2) + π by push_cast; ring, Real.cos_add_pi] at h4
    linear_combination h1 + h2 + h3 + h4
```

The splitting theorem consists of five equalities of triples, with `(2 : ℝ) • G8` denoting two copies of $G_8$. The facts `a0` to `a4` are the $C_3$ values from the list above, `b0` to `b4` are the $C_4$ values, and `hE` gives the dimension $2n+2$. The last lines compare the entries.

For $j=9/2$ the two copies of $G_8$ can mix. Symmetry leaves a two-by-two problem for their energies, whose solution depends on the field.

```lean
/-- Octahedral splitting of the levels `j = 1/2, 3/2, 5/2, 7/2, 9/2`: their characters are
G6, G8, G7 + G8, G6 + G7 + G8 and G6 + 2 G8. -/
theorem level_splitting :
    octahedralChar 0 = G6 ∧ octahedralChar 1 = G8 ∧ octahedralChar 2 = G7 + G8 ∧
    octahedralChar 3 = G6 + G7 + G8 ∧ octahedralChar 4 = G6 + (2 : ℝ) • G8 := by
  have hE : ∀ n : ℕ, levelChar n 0 = 2 * (n : ℝ) + 2 := fun n => by simp [levelChar]
  -- values at C3
  have a0 : levelChar 0 (2 * π / 3) = 1 := by
    rw [(levelChar_rec _).1, show 2 * π / 3 / 2 = π / 3 by ring, Real.cos_pi_div_three]
    norm_num
  have a1 : levelChar 1 (2 * π / 3) = -1 := by
    have h : levelChar 1 (2 * π / 3) = _ := (levelChar_rec (2 * π / 3)).2 0
    rw [h, a0, show (((0 : ℕ) : ℝ) + 3 / 2) * (2 * π / 3) = π by push_cast; ring, Real.cos_pi]
    norm_num
  have a2 : levelChar 2 (2 * π / 3) = 0 := by
    have h : levelChar 2 (2 * π / 3) = _ := (levelChar_rec (2 * π / 3)).2 1
    rw [h, a1, show (((1 : ℕ) : ℝ) + 3 / 2) * (2 * π / 3) = 2 * π - π / 3 by push_cast; ring,
      Real.cos_two_pi_sub, Real.cos_pi_div_three]
    norm_num
  have a3 : levelChar 3 (2 * π / 3) = 1 := (levelChar_periodic 0).1.trans a0
  have a4 : levelChar 4 (2 * π / 3) = -1 := (levelChar_periodic 1).1.trans a1
  -- values at C4
  have b0 : levelChar 0 (π / 2) = √2 := by
    rw [(levelChar_rec _).1, show π / 2 / 2 = π / 4 by ring, Real.cos_pi_div_four]
    ring
  have b1 : levelChar 1 (π / 2) = 0 := by
    have h : levelChar 1 (π / 2) = _ := (levelChar_rec (π / 2)).2 0
    rw [h, b0, show (((0 : ℕ) : ℝ) + 3 / 2) * (π / 2) = π - π / 4 by push_cast; ring,
      Real.cos_pi_sub, Real.cos_pi_div_four]
    ring
  have b2 : levelChar 2 (π / 2) = -√2 := by
    have h : levelChar 2 (π / 2) = _ := (levelChar_rec (π / 2)).2 1
    rw [h, b1, show (((1 : ℕ) : ℝ) + 3 / 2) * (π / 2) = π / 4 + π by push_cast; ring,
      Real.cos_add_pi, Real.cos_pi_div_four]
    ring
  have b3 : levelChar 3 (π / 2) = 0 := by
    have h : levelChar 3 (π / 2) = _ := (levelChar_rec (π / 2)).2 2
    rw [h, b2, show (((2 : ℕ) : ℝ) + 3 / 2) * (π / 2) = 2 * π - π / 4 by push_cast; ring,
      Real.cos_two_pi_sub, Real.cos_pi_div_four]
    ring
  have b4 : levelChar 4 (π / 2) = √2 := (levelChar_periodic 0).2.trans b0
  refine ⟨?_, ?_, ?_, ?_, ?_⟩ <;> apply class_ext <;>
    simp only [octahedralChar, G6, G7, G8, Pi.add_apply, Pi.smul_apply, smul_eq_mul,
      Matrix.cons_val, hE, a0, a1, a2, a3, a4, b0, b1, b2, b3, b4] <;> norm_num
```

The final theorem holds for every `n`. Four steps of 3 carry the $C_3$ value from `n` to `n + 12`, three steps of 4 do the same at $C_4$, and the dimension supplies the remaining 24.

```lean
/-- Raising a half-integer `j` by 12 adds 2 G6 + 2 G7 + 4 G8 to the octahedral splitting. -/
theorem splitting_add_twelve (n : ℕ) :
    octahedralChar (n + 12)
      = octahedralChar n + ((2 : ℝ) • G6 + (2 : ℝ) • G7 + (4 : ℝ) • G8) := by
  have hE : ∀ n : ℕ, levelChar n 0 = 2 * (n : ℝ) + 2 := fun n => by simp [levelChar]
  have h3 : levelChar (n + 12) (2 * π / 3) = levelChar n (2 * π / 3) :=
    (levelChar_periodic (n + 9)).1.trans ((levelChar_periodic (n + 6)).1.trans
      ((levelChar_periodic (n + 3)).1.trans (levelChar_periodic n).1))
  have h4 : levelChar (n + 12) (π / 2) = levelChar n (π / 2) :=
    (levelChar_periodic (n + 8)).2.trans ((levelChar_periodic (n + 4)).2.trans
      (levelChar_periodic n).2)
  apply class_ext <;>
    simp only [octahedralChar, G6, G7, G8, Pi.add_apply, Pi.smul_apply, smul_eq_mul,
      Matrix.cons_val, hE, h3, h4] <;> push_cast <;> ring

end

end OctahedralDoubleGroup
```

```lean
#print axioms OctahedralDoubleGroup.doubleGroupMean_eq_classInner
-- 'OctahedralDoubleGroup.doubleGroupMean_eq_classInner' depends on axioms: [propext, Classical.choice, Quot.sound]
#print axioms OctahedralDoubleGroup.expansion_iff
-- 'OctahedralDoubleGroup.expansion_iff' depends on axioms: [propext, Classical.choice, Quot.sound]
#print axioms OctahedralDoubleGroup.level_splitting
-- 'OctahedralDoubleGroup.level_splitting' depends on axioms: [propext, Classical.choice, Quot.sound]
#print axioms OctahedralDoubleGroup.splitting_add_twelve
-- 'OctahedralDoubleGroup.splitting_add_twelve' depends on axioms: [propext, Classical.choice, Quot.sound]
```
